# In the half-filled Hatsugai–Kohmoto model, single occupation of every level is the unique energy minimum when U exceeds the bandwidth

To find the lowest energy, and its degeneracy, of a half-filled Hatsugai–Kohmoto model whose repulsion \(U\) is larger than its bandwidth, one can skip the search over occupations, put one electron in each of the \(L\) levels, and count only the spin choices. The Lean file below justifies this step for any finite set of levels: the occupation pattern is unique, and it leaves \(2^L\) spin configurations of lowest energy.

```lean
import Mathlib

open Finset

namespace HatsugaiKohmoto

noncomputable section

/-- Energy of one level `ε` holding `n = 0, 1, 2` electrons with repulsion `U`. -/
def levelEnergy (ε U : ℝ) (n : Fin 3) : ℝ :=
  ε * (n.val : ℝ) + U * ((n.val : ℝ) * ((n.val : ℝ) - 1) / 2)

/-- The Hatsugai-Kohmoto energy of an occupation pattern `n` of the levels `e`. -/
def energy {ι : Type*} [Fintype ι] (e : ι → ℝ) (U : ℝ) (n : ι → Fin 3) : ℝ :=
  ∑ k, levelEnergy (e k) U (n k)

/-- Half filling: there are as many electrons as levels. -/
def HalfFilled {ι : Type*} [Fintype ι] (n : ι → Fin 3) : Prop :=
  ∑ k, (n k).val = Fintype.card ι

/-- The occupation pattern with one electron in every level. -/
def mott {ι : Type*} : ι → Fin 3 := fun _ => 1

/-- For distinct levels, the uniform pattern with one electron moved from `b` to `a`. -/
def transfer {ι : Type*} [DecidableEq ι] (a b : ι) : ι → Fin 3 :=
  fun k => if k = a then 2 else if k = b then 0 else 1

/-- The level occupations of a configuration of up and down electrons. -/
def occupation {ι : Type*} (s : ι → Fin 2 × Fin 2) : ι → Fin 3 :=
  fun k => ⟨(s k).1.val + (s k).2.val, by
    have h1 := (s k).1.isLt
    have h2 := (s k).2.isLt
    omega⟩

/-- The energy of a spin configuration, with repulsion `U` between up and down
electrons in the same level. -/
def spinEnergy {ι : Type*} [Fintype ι] (e : ι → ℝ) (U : ℝ) (s : ι → Fin 2 × Fin 2) : ℝ :=
  ∑ k, (e k * (((s k).1.val : ℝ) + ((s k).2.val : ℝ))
    + U * (((s k).1.val : ℝ) * ((s k).2.val : ℝ)))

/-- A half-filled spin configuration of lowest energy among all half-filled ones. -/
def IsSpinGround {ι : Type*} [Fintype ι] (e : ι → ℝ) (U : ℝ) (s : ι → Fin 2 × Fin 2) : Prop :=
  HalfFilled (occupation s) ∧
    ∀ t, HalfFilled (occupation t) → spinEnergy e U s ≤ spinEnergy e U t

variable {ι : Type*} [Fintype ι]

/-- An empty, singly and doubly occupied level has energy `0`, `ε` and `2ε + U`. -/
theorem levelEnergy_values (ε U : ℝ) :
    levelEnergy ε U 0 = 0 ∧ levelEnergy ε U 1 = ε ∧ levelEnergy ε U 2 = 2 * ε + U := by
  refine ⟨by simp [levelEnergy], by simp [levelEnergy], ?_⟩
  show ε * ((2 : ℕ) : ℝ) + U * (((2 : ℕ) : ℝ) * (((2 : ℕ) : ℝ) - 1) / 2) = _
  push_cast
  ring

/-- At a chemical potential between `ε` and `ε + U`, single occupation of the level has
strictly the lowest grand-canonical energy. -/
theorem single_occupation_lt {ε U μ : ℝ} (h1 : ε < μ) (h2 : μ < ε + U)
    {n : Fin 3} (hn : n ≠ 1) :
    levelEnergy ε U 1 - μ < levelEnergy ε U n - μ * (n.val : ℝ) := by
  obtain ⟨v0, v1, v2⟩ := levelEnergy_values ε U
  have hcases : ∀ m : Fin 3, m = 0 ∨ m = 1 ∨ m = 2 := by decide
  rcases hcases n with h | h | h
  · have c : (n.val : ℝ) = 0 := by rw [h]; simp
    rw [c, h, v0, v1]
    linarith
  · exact absurd h hn
  · have c : (n.val : ℝ) = 2 := by
      rw [h]
      show ((2 : ℕ) : ℝ) = 2
      norm_num
    rw [c, h, v1, v2]
    linarith

/-- If `U` exceeds every difference of level energies, the pattern with one electron per
level has strictly lower energy than every other half-filled pattern. -/
theorem mott_unique_minimiser (e : ι → ℝ) (U : ℝ) (hU : ∀ a b, e a - e b < U)
    (n : ι → Fin 3) (hn : HalfFilled n) (hne : n ≠ mott) :
    energy e U mott < energy e U n := by
  obtain ⟨j, hj⟩ := Function.ne_iff.mp hne
  have : Nonempty ι := ⟨j⟩
  -- a chemical potential above all levels and below all levels shifted by U
  obtain ⟨μ, hμ⟩ : ∃ μ : ℝ, ∀ k, e k < μ ∧ μ < e k + U := by
    obtain ⟨a, ha⟩ := Finite.exists_max e
    obtain ⟨b, hb⟩ := Finite.exists_min e
    refine ⟨(e a + e b + U) / 2, fun k => ?_⟩
    have h := hU a b
    have h1 := ha k
    have h2 := hb k
    constructor <;> linarith
  have h : ∑ k, (levelEnergy (e k) U 1 - μ)
      < ∑ k, (levelEnergy (e k) U (n k) - μ * ((n k).val : ℝ)) := by
    apply Finset.sum_lt_sum
    · intro k _
      by_cases hk : n k = 1
      · rw [hk]
        simp
      · exact (single_occupation_lt (hμ k).1 (hμ k).2 hk).le
    · exact ⟨j, mem_univ j, single_occupation_lt (hμ j).1 (hμ j).2 hj⟩
  -- at fixed particle number the chemical potential drops out
  have hc : ∑ k, ((n k).val : ℝ) = (Fintype.card ι : ℝ) := by
    unfold HalfFilled at hn
    exact_mod_cast hn
  simp only [Finset.sum_sub_distrib, ← Finset.mul_sum, hc, Finset.sum_const,
    Finset.card_univ, nsmul_eq_mul] at h
  show ∑ k, levelEnergy (e k) U 1 < ∑ k, levelEnergy (e k) U (n k)
  linarith

/-- Starting from one electron per level, moving an electron from level `b` to another level `a`
gives a half-filled pattern. -/
theorem transfer_halfFilled [DecidableEq ι] {a b : ι} (hab : a ≠ b) :
    HalfFilled (transfer a b) := by
  have h : ∑ k, ((transfer a b k).val + if k = b then 1 else 0)
      = ∑ k, (1 + if k = a then 1 else 0) := by
    refine Finset.sum_congr rfl fun k _ => ?_
    by_cases ha : k = a
    · subst ha
      simp [transfer, hab]
    · by_cases hb : k = b
      · subst hb
        simp [transfer, ha]
      · simp [transfer, ha, hb]
  simp only [Finset.sum_add_distrib, Finset.sum_ite_eq', Finset.mem_univ, if_true,
    Finset.sum_const, Finset.card_univ, smul_eq_mul, mul_one] at h
  unfold HalfFilled
  omega

/-- Starting from one electron per level, moving an electron from level `b` to another level `a`
costs `e a + U - e b`. -/
theorem energy_transfer [DecidableEq ι] (e : ι → ℝ) (U : ℝ) {a b : ι} (hab : a ≠ b) :
    energy e U (transfer a b) = energy e U mott + (e a + U - e b) := by
  have h : energy e U (transfer a b) - energy e U mott
      = ∑ k, ((if k = a then e k + U else 0) - (if k = b then e k else 0)) := by
    unfold energy
    rw [← Finset.sum_sub_distrib]
    refine Finset.sum_congr rfl fun k _ => ?_
    obtain ⟨v0, v1, v2⟩ := levelEnergy_values (e k) U
    by_cases ha : k = a
    · have hb : k ≠ b := fun h => hab (ha.symm.trans h)
      simp only [transfer, mott, if_pos ha, if_neg hb, v1, v2]
      ring
    · by_cases hb : k = b
      · simp only [transfer, mott, if_neg ha, if_pos hb, v0, v1]
      · simp only [transfer, mott, if_neg ha, if_neg hb, sub_self]
  simp only [Finset.sum_sub_distrib, Finset.sum_ite_eq', Finset.mem_univ, if_true] at h
  linarith

/-- One electron per level is the strict minimiser at half filling exactly when `U` exceeds
the energy difference of any two distinct levels. -/
theorem mott_unique_minimiser_iff (e : ι → ℝ) (U : ℝ) :
    (∀ n, HalfFilled n → n ≠ mott → energy e U mott < energy e U n)
      ↔ ∀ a b, a ≠ b → e a - e b < U := by
  classical
  constructor
  · intro h a b hab
    have hne : transfer b a ≠ mott := by
      intro h0
      have h1 : transfer b a b = 2 := by simp [transfer]
      have h2 : (2 : Fin 3) = 1 := h1.symm.trans (congrFun h0 b)
      exact absurd h2 (by decide)
    have h3 := h _ (transfer_halfFilled hab.symm) hne
    rw [energy_transfer e U hab.symm] at h3
    linarith
  · intro h n hn hne
    refine mott_unique_minimiser e U (fun a b => ?_) n hn hne
    by_cases hab : a = b
    · -- a second level exists, since a single level has only one half-filled pattern
      rcases subsingleton_or_nontrivial ι with hs | hs
      · exfalso
        apply hne
        funext k
        have hc : Fintype.card ι = 1 :=
          le_antisymm (Fintype.card_le_one_iff_subsingleton.mpr hs)
            (Fintype.card_pos_iff.mpr ⟨k⟩)
        unfold HalfFilled at hn
        rw [Fintype.sum_subsingleton _ k, hc] at hn
        exact Fin.ext hn
      · obtain ⟨c, hc⟩ := exists_ne a
        have h1 := h a c hc.symm
        have h2 := h c a hc
        rw [← hab]
        linarith
    · exact h a b hab

/-- The energy of a spin configuration equals the energy of its occupation pattern. -/
theorem spinEnergy_eq (e : ι → ℝ) (U : ℝ) (s : ι → Fin 2 × Fin 2) :
    spinEnergy e U s = energy e U (occupation s) := by
  have key : ∀ x : Fin 2, (x.val : ℝ) * (x.val : ℝ) = (x.val : ℝ) := by
    intro x
    fin_cases x <;> simp
  unfold spinEnergy energy
  refine Finset.sum_congr rfl fun k _ => ?_
  simp only [levelEnergy, occupation, Nat.cast_add]
  linear_combination (-U / 2) * key (s k).1 + (-U / 2) * key (s k).2

/-- If `U` exceeds every level difference, the half-filled spin configurations of lowest
energy are those with exactly one electron in every level. -/
theorem isSpinGround_iff (e : ι → ℝ) (U : ℝ) (hU : ∀ a b, e a - e b < U)
    (s : ι → Fin 2 × Fin 2) :
    IsSpinGround e U s ↔ ∀ k, (s k).1.val + (s k).2.val = 1 := by
  have hm : HalfFilled (mott : ι → Fin 3) := by simp [HalfFilled, mott]
  constructor
  · rintro ⟨hs, hmin⟩
    have hocc : occupation s = mott := by
      by_contra hne
      -- compare with the configuration of all spins up
      have ht : occupation (fun _ : ι => ((1 : Fin 2), (0 : Fin 2))) = mott :=
        funext fun _ => Fin.ext rfl
      have h1 := hmin (fun _ => (1, 0)) (by rw [ht]; exact hm)
      rw [spinEnergy_eq, spinEnergy_eq, ht] at h1
      exact absurd (mott_unique_minimiser e U hU _ hs hne) (not_lt_of_ge h1)
    intro k
    exact congrArg Fin.val (congrFun hocc k)
  · intro h
    have hocc : occupation s = mott := funext fun k => Fin.ext (h k)
    refine ⟨by rw [hocc]; exact hm, fun t ht => ?_⟩
    rw [spinEnergy_eq, spinEnergy_eq, hocc]
    by_cases hne : occupation t = mott
    · rw [hne]
    · exact (mott_unique_minimiser e U hU _ ht hne).le

open Classical in
/-- If `U` exceeds every level difference, exactly `2 ^ L` half-filled spin configurations
of `L` levels have the lowest energy. -/
theorem card_spinGround (e : ι → ℝ) (U : ℝ) (hU : ∀ a b, e a - e b < U) :
    (Finset.univ.filter fun s : ι → Fin 2 × Fin 2 => IsSpinGround e U s).card
      = 2 ^ Fintype.card ι := by
  obtain ⟨S, hS, hcard⟩ : ∃ S : Finset (Fin 2 × Fin 2),
      (∀ p, p ∈ S ↔ p.1.val + p.2.val = 1) ∧ S.card = 2 :=
    ⟨{(0, 1), (1, 0)}, by decide, by decide⟩
  -- each level chooses its spin independently
  have hset : (Finset.univ.filter fun s : ι → Fin 2 × Fin 2 => IsSpinGround e U s)
      = Fintype.piFinset fun _ => S := by
    ext s
    simp only [Finset.mem_filter, Finset.mem_univ, true_and, Fintype.mem_piFinset, hS,
      isSpinGround_iff e U hU s]
  rw [hset, Fintype.card_piFinset]
  simp only [hcard, Finset.prod_const, Finset.card_univ]

end

end HatsugaiKohmoto
```

```lean
#print axioms HatsugaiKohmoto.mott_unique_minimiser_iff
#print axioms HatsugaiKohmoto.card_spinGround
```

```
'HatsugaiKohmoto.mott_unique_minimiser_iff' depends on axioms: [propext, Classical.choice, Quot.sound]
'HatsugaiKohmoto.card_spinGround' depends on axioms: [propext, Classical.choice, Quot.sound]
```

## Levels that interact only with themselves

In the Hatsugai–Kohmoto model the repulsion acts between an up and a down electron of the same momentum \(k\):

\[
H=\sum_k e_k\,(n_{k\uparrow}+n_{k\downarrow})+U\sum_k n_{k\uparrow}n_{k\downarrow}.
\]

All number operators commute, so the states with definite occupations are eigenstates, and the problem becomes the minimisation of a function of integers. The file starts from that function; it does not build the operator \(H\) or its Fock space.

The levels form a finite type `ι`, with \(L\) equal to `Fintype.card ι`, and `e : ι → ℝ` gives their energies. No dispersion relation or lattice is assumed, and levels may be degenerate. An occupation pattern is a function `n : ι → Fin 3`, so each \(n_k\) is 0, 1 or 2. The definition `energy` is

\[
E(n)=\sum_k\Big[e_k n_k+\tfrac{U}{2}\,n_k(n_k-1)\Big],
\]

and `levelEnergy_values` confirms that an empty, singly or doubly occupied level contributes \(0\), \(e_k\) or \(2e_k+U\). `HalfFilled n` says that \(\sum_k n_k=L\), and `mott` is the pattern with \(n_k=1\) for all \(k\).

## What is proved about occupations and spins

The theorem `mott_unique_minimiser` assumes `∀ a b, e a - e b < U`. For a nonempty set of levels this is \(U>\max e-\min e\), a repulsion larger than the bandwidth. The conclusion is that every half-filled pattern other than `mott` has strictly higher energy.

The theorem `mott_unique_minimiser_iff` shows that the threshold is sharp: `mott` is the strict minimiser exactly when \(e_a-e_b<U\) for all distinct \(a,b\). With two or more levels this is the same bandwidth condition. With a single level it is no condition at all, since one electron in one level is the only half-filled pattern.

Spin enters through configurations `s : ι → Fin 2 × Fin 2`, which list \(n_{k\uparrow}\) and \(n_{k\downarrow}\) for each level. `IsSpinGround` means half-filled and of lowest energy among all half-filled configurations; the magnetisation is left free. Under the bandwidth condition, `isSpinGround_iff` identifies these configurations as those with \(n_{k\uparrow}+n_{k\downarrow}=1\) in every level, and `card_spinGround` counts \(2^L\) of them.

For half-filled finite clusters with this momentum-diagonal interaction and \(U\) larger than the bandwidth, the result supplies a known ground-state energy, \(\sum_k e_k\), and a known degeneracy against which an exact-diagonalisation program can be tested. The number \(2^L\) counts all magnetisations together; a program that fixes the number \(N_\uparrow\) of up electrons, with \(L-N_\uparrow\) down electrons, should find the same energy with degeneracy \(\binom{L}{N_\uparrow}\). The metal–insulator transition for which the model is known also involves the limit of many levels and the response to a field. The theorems concern only the lowest configurations at finite \(L\) and fixed particle number, with no hopping between levels and no coupling between different momenta.

## A chemical potential that decides each level separately

The constraint \(\sum_k n_k=L\) couples the levels. A chemical potential removes the coupling. Let \(e_{\max}\) and \(e_{\min}\) be the highest and lowest level energies, and choose

\[
\mu=\frac{e_{\max}+e_{\min}+U}{2}.
\]

Then

\[
\mu-e_{\max}=(e_{\min}+U)-\mu=\frac{U-(e_{\max}-e_{\min})}{2}>0,
\]

so \(e_k<\mu<e_k+U\) for every \(k\). Write \(E_k(n)\) for the energy of level \(k\) with \(n\) electrons, and \(\omega_k(n)=E_k(n)-\mu n\). Its three values are

\[
\omega_k(0)=0,\qquad \omega_k(1)=e_k-\mu,\qquad \omega_k(2)=2e_k+U-2\mu,
\]

and therefore

\[
\omega_k(0)-\omega_k(1)=\mu-e_k>0,\qquad
\omega_k(2)-\omega_k(1)=e_k+U-\mu>0.
\]

Each level on its own strictly prefers one electron. A half-filled pattern \(n\) that differs from the uniform one differs in at least one level, so summing over levels gives

\[
\sum_k e_k-\mu L<E(n)-\mu\sum_k n_k=E(n)-\mu L.
\]

The terms with \(\mu\) cancel, which leaves \(\sum_k e_k<E(n)\).

In Lean, `single_occupation_lt` is the comparison within one level, proved by going through the three values of `n`. The main theorem obtains the highest and lowest levels from `Finite.exists_max` and `Finite.exists_min`, and uses the same midpoint \(\mu\). `Finset.sum_lt_sum` then adds the inequalities: it asks for \(\le\) in every level and \(<\) in at least one, and the latter is the level `j` where `n` departs from `mott`. The equation `hc` is the particle-number constraint written in real numbers, and the final `linarith` cancels \(\mu L\).

## Moving one electron shows that the threshold is sharp

Start from the uniform pattern and move one electron from level \(b\) to a different level \(a\). Level \(a\) goes from \(e_a\) to \(2e_a+U\), and level \(b\) from \(e_b\) to \(0\). The cost is

\[
(2e_a+U-e_a)+(0-e_b)=e_a+U-e_b.
\]

If the uniform pattern is the strict minimum, this cost is positive for every distinct pair, so \(e_b-e_a<U\). At \(U=e_b-e_a\) the move costs nothing and uniqueness is lost.

The new pattern is `transfer a b`. To show that it is half-filled, `transfer_halfFilled` sums the identity

\[
n_k+\delta_{kb}=1+\delta_{ka}
\]

over \(k\), which gives \(\sum_k n_k+1=L+1\) without any subtraction of natural numbers. `energy_transfer` sums the energy differences level by level, where only \(a\) and \(b\) contribute.

In the forward direction of `mott_unique_minimiser_iff` the wanted inequality is \(e_a-e_b<U\), so the proof uses `transfer b a`, which moves an electron from \(a\) to \(b\) at cost \(e_b+U-e_a\). The backward direction applies the main theorem, whose hypothesis also includes the case \(a=b\), that is \(0<U\). If there is a second level \(c\), adding \(e_a-e_c<U\) and \(e_c-e_a<U\) gives \(0<2U\). If there is none, the half-filled pattern must be `mott`, contrary to assumption.

## Restoring spin gives two choices per level

For \(x,y\in\{0,1\}\) we have \(x^2=x\) and \(y^2=y\), hence

\[
\frac{(x+y)(x+y-1)}{2}=\frac{x^2-x+y^2-y}{2}+xy=xy.
\]

With \(x=n_{k\uparrow}\) and \(y=n_{k\downarrow}\), the repulsion between opposite spins equals the repulsion written in terms of the total occupation. This is `spinEnergy_eq`; its `linear_combination` step uses exactly the two identities \(x^2=x\) and \(y^2=y\).

A half-filled spin configuration therefore has the energy of its occupation pattern. Let \(U\) again be larger than the bandwidth. If that pattern is not uniform, the configuration with one up electron in every level has strictly lower energy, so the original one was not a minimum. If it is uniform, no half-filled configuration lies lower. These are the two directions of `isSpinGround_iff`.

A singly occupied level holds either \((n_{k\uparrow},n_{k\downarrow})=(0,1)\) or \((1,0)\), independently of the other levels. In `card_spinGround` these two pairs form the set `S`, the lowest configurations are identified with the functions that take values in `S`, and `Fintype.card_piFinset` multiplies the \(L\) factors of 2.
